# The Moore–Penrose inverse of a nonzero real column vector b is the row bᵀ/(b·b)

The theorem `penrose_col_iff` concerns a nonzero real vector `b` with finitely many components, not assumed normalised, written as the one-column matrix `colM b`. It states that a one-row matrix `Y` satisfies the four Penrose equations for this column (AYA = A, YAY = Y, and AY and YA symmetric, with A = `colM b`) exactly when `Y` is the row with entries b/(b·b). This row is the multiple of the transpose of `b` whose contraction with `b` equals one, and for a unit vector it reduces to the plain transpose of `b`. The forward direction reads the first and third equations entrywise and passes them to `eq_dual_vector`. The reverse direction proves the sum `hs`, ∑ₖ (b·b)⁻¹ bₖ bₖ = 1, splits the conjunction into four goals with `refine`, reassociating the first, and treats all four by `ext`, `simp only` and `ring`.

The first attempt, which Lean rejects:

```lean
import Mathlib

open Matrix

namespace ReverseOrderLaw

noncomputable section

variable {m n p : Type*} [Fintype m] [Fintype n] [Fintype p]

/-- The four Penrose equations for a real rectangular matrix `A` and a candidate `X`:
`AXA = A`, `XAX = X`, and both `AX` and `XA` are symmetric. -/
def IsPenrose (A : Matrix m n ℝ) (X : Matrix n m ℝ) : Prop :=
  A * X * A = A ∧ X * A * X = X ∧ (A * X)ᵀ = A * X ∧ (X * A)ᵀ = X * A

/-- The vector `a` written as a one-row matrix. -/
def rowM (a : n → ℝ) : Matrix (Fin 1) n ℝ := Matrix.of fun _ j => a j

/-- The vector `a` written as a one-column matrix. -/
def colM (a : n → ℝ) : Matrix n (Fin 1) ℝ := Matrix.of fun i _ => a i

/-- If `a` is nonzero, `(a·x) a = a` and the outer product of `x` and `a` is symmetric,
then `x = a / (a·a)`. -/
theorem eq_dual_vector (a x : n → ℝ) (ha : a ≠ 0) (h1 : ∀ j, (a ⬝ᵥ x) * a j = a j)
    (h4 : ∀ i j, x j * a i = x i * a j) : x = (a ⬝ᵥ a)⁻¹ • a := by
  have hN : a ⬝ᵥ a ≠ 0 := fun h => ha (dotProduct_self_eq_zero.mp h)
  funext i
  -- contract the symmetry relation with `a`
  have key : x i * (a ⬝ᵥ a) = a i :=
    calc x i * (a ⬝ᵥ a) = ∑ j, x i * (a j * a j) := by rw [dotProduct, Finset.mul_sum]
      _ = ∑ j, a j * x j * a i :=
        Finset.sum_congr rfl fun j _ => by linear_combination (-a j) * h4 i j
      _ = (a ⬝ᵥ x) * a i := by rw [dotProduct, Finset.sum_mul]
      _ = a i := h1 i
  rw [Pi.smul_apply, smul_eq_mul, eq_inv_mul_iff_mul_eq₀ hN, mul_comm]
  exact key

/-- The Penrose equations for a nonzero column `b` hold exactly for the row `b / (b·b)`. -/
theorem penrose_col_iff (b : n → ℝ) (hb : b ≠ 0) (Y : Matrix (Fin 1) n ℝ) :
    IsPenrose (colM b) Y ↔ Y = rowM ((b ⬝ᵥ b)⁻¹ • b) := by
  have hN : b ⬝ᵥ b ≠ 0 := fun h => hb (dotProduct_self_eq_zero.mp h)
  constructor
  · rintro ⟨h1, -, h3, -⟩
    rw [Matrix.mul_assoc] at h1
    have hy := eq_dual_vector b (fun k => Y 0 k) hb
      (fun j => by
        have e := congrFun (congrFun h1 j) 0
        simp only [mul_apply, colM, of_apply, Fin.sum_univ_one] at e
        rw [dotProduct_comm, mul_comm]
        exact e)
      (fun i j => by
        have e := congrFun (congrFun h3 i) j
        simp only [transpose_apply, mul_apply, colM, of_apply, Fin.sum_univ_one] at e
        linear_combination (-1) * e)
    ext i j
    obtain rfl : i = 0 := Subsingleton.elim _ _
    exact congrFun hy j
  · rintro rfl
    have hs : ∑ k, (b ⬝ᵥ b)⁻¹ * b k * b k = 1 :=
      calc ∑ k, (b ⬝ᵥ b)⁻¹ * b k * b k = ∑ k, (b ⬝ᵥ b)⁻¹ * (b k * b k) :=
            Finset.sum_congr rfl fun k _ => by ring
        _ = 1 := by rw [← Finset.mul_sum]; exact inv_mul_cancel₀ hN
    refine ⟨by rw [Matrix.mul_assoc]; exact ?_, ?_, ?_, ?_⟩ <;> ext i j <;>
      simp only [transpose_apply, mul_apply, rowM, colM, of_apply, Fin.sum_univ_one,
        Pi.smul_apply, smul_eq_mul, hs] <;> ring

end

end ReverseOrderLaw
```

Messages:

```
Main.lean:63:44: error: don't know how to synthesize placeholder
context:
n : Type u_2
inst✝ : Fintype n
b : n → ℝ
hb : b ≠ 0
hN : b ⬝ᵥ b ≠ 0
hs : ∑ k, (b ⬝ᵥ b)⁻¹ * b k * b k = 1
⊢ colM b * (rowM ((b ⬝ᵥ b)⁻¹ • b) * colM b) = colM b
Main.lean:63:12: error: unsolved goals
n : Type u_2
inst✝ : Fintype n
b : n → ℝ
hb : b ≠ 0
hN : b ⬝ᵥ b ≠ 0
hs : ∑ k, (b ⬝ᵥ b)⁻¹ * b k * b k = 1
⊢ colM b * (rowM ((b ⬝ᵥ b)⁻¹ • b) * colM b) = colM b
```

Fix (accepted with no message):

```diff
@@ -61,5 +61,5 @@
             Finset.sum_congr rfl fun k _ => by ring
         _ = 1 := by rw [← Finset.mul_sum]; exact inv_mul_cancel₀ hN
-    refine ⟨by rw [Matrix.mul_assoc]; exact ?_, ?_, ?_, ?_⟩ <;> ext i j <;>
+    refine ⟨(Matrix.mul_assoc _ _ _).trans ?_, ?_, ?_, ?_⟩ <;> ext i j <;>
       simp only [transpose_apply, mul_apply, rowM, colM, of_apply, Fin.sum_univ_one,
         Pi.smul_apply, smul_eq_mul, hs] <;> ring
```

Both messages come from the first component of the anonymous constructor, `by rw [Matrix.mul_assoc]; exact ?_`. The rewrite itself succeeded: the displayed goal is already `colM b * (rowM … * colM b) = colM b`. The failure is the hole. This `?_` stands inside a nested `by` block, so it belongs to the inner `exact` and is not among the holes that the outer `refine` turns into new goals. `exact` must close its goal with a complete term, so the unfilled hole is reported at column 44 as a placeholder that cannot be synthesized. The message at column 12 points at the `by` itself: the block ends with that same goal unsolved.

The repair replaces the tactic block by the term `(Matrix.mul_assoc _ _ _).trans ?_`. `Matrix.mul_assoc` gives A * Y * A = A * (Y * A), and `Eq.trans` leaves A * (Y * A) = A to be proved, the same reassociated equation as in the messages. The hole now lies directly in the term given to `refine`, so it becomes a goal beside the other three, and the unchanged `ext`, `simp only` and `ring` chain runs on all four.
